# In a finite basis, missing kinetic balance can lower the nonrelativistic ground energy but never raise it

The small-component basis enters here only through the orthogonal projector $Q$ onto its span. This span lies in a larger finite-dimensional space, taken big enough to contain $\sigma\cdot p$ applied to every large-component basis function. With orthonormal bases on both sides, $\sigma\cdot p$ becomes a rectangular complex matrix $A$, whose columns are labelled by the large-component index set $n$ and whose rows by the index set $m$ of the larger space. The potential in the large-component basis is a Hermitian matrix $V$.

In atomic units, with the rest energy removed, the lower Dirac equation gives the small component $y\approx QAx/(2c)$ for large speed of light $c$, where $x$ is the large component. Inserted into the upper equation, $Vx+cA^\dagger y=Ex$, this yields the limiting Hamiltonian $V+\tfrac12A^\dagger QA$. If the small-component basis were complete, $Q$ would be the identity and the kinetic term would be $\tfrac12A^\dagger A$, the matrix of $p^2/2$. Kinetic balance is the condition $QA=A$: the span of the small-component basis contains every $\sigma\cdot p\,\chi$ with $\chi$ in the large-component basis.

The formal development starts from these two limiting Hamiltonians; the limit $c\to\infty$ itself is not derived. In it, $A$ may be any complex matrix, so the results use no property special to $\sigma\cdot p$.

In Lean 4 with Mathlib:

```lean
import Mathlib

open Matrix
open scoped ComplexOrder

namespace KineticBalanceGroundEnergy

noncomputable section

variable {m n : Type*} [Fintype m] [Fintype n]
```

## Energies and Hamiltonians

A real number $E$ is an eigenvalue of $H$ if $Hx=Ex$ for some $x\neq0$. Restricting to real $E$ loses nothing for a Hermitian matrix.

```lean
/-- The real eigenvalues of a complex square matrix. -/
def realEigenvalues (H : Matrix n n ℂ) : Set ℝ :=
  {E | ∃ x : n → ℂ, x ≠ 0 ∧ H *ᵥ x = (E : ℂ) • x}
```

The ground energy $E_0(H)$ is the infimum of this set. An infimum of real numbers is a meaningful energy only if the set is nonempty and bounded below, which is established further on for Hermitian matrices of positive size.

```lean
/-- The ground energy of a Hermitian matrix of positive size: the infimum of its eigenvalues. -/
def groundEnergy (H : Matrix n n ℂ) : ℝ := sInf (realEigenvalues H)
```

Vectors are not normalised, so the squared norm $s(x)=x^\dagger x$ has to be carried along.

```lean
/-- The squared norm of a coefficient vector. -/
def sqNorm (x : n → ℂ) : ℝ := (star x ⬝ᵥ x).re
```

Likewise, `expectation H x` is the real part of $x^\dagger Hx$. The physical expectation value for $x\ne0$ is this number divided by $s(x)$.

```lean
/-- The real part of `x† H x`, the unnormalised energy expectation value. -/
def expectation (H : Matrix n n ℂ) (x : n → ℂ) : ℝ := (star x ⬝ᵥ H *ᵥ x).re
```

The reference Hamiltonian is $H_{\rm ex}=V+\tfrac12A^\dagger A$. It is exact with respect to the small component only; the large-component basis remains finite.

```lean
/-- The nonrelativistic Hamiltonian `V + A†A/2`, where `A` represents `σ·p`. -/
def exactHamiltonian (V : Matrix n n ℂ) (A : Matrix m n ℂ) : Matrix n n ℂ :=
  V + (1 / 2 : ℂ) • (Aᴴ * A)
```

The Hamiltonian that the actual small-component basis produces is $H_Q=V+\tfrac12A^\dagger QA$.

```lean
/-- The Hamiltonian `V + A†QA/2`, where `Q` projects onto the small-component basis. -/
def projectedHamiltonian (V : Matrix n n ℂ) (A : Matrix m n ℂ) (Q : Matrix m m ℂ) :
    Matrix n n ℂ :=
  V + (1 / 2 : ℂ) • (Aᴴ * Q * A)
```

## The lowest eigenvalue as a variational bound

Since $s(x)=\sum_i|x_i|^2$, the squared norm is nonnegative, and it vanishes only if every component does.

```lean
/-- The squared norm is nonnegative and vanishes only for the zero vector. -/
theorem sqNorm_nonneg_and_eq_zero (x : n → ℂ) :
    0 ≤ sqNorm x ∧ (sqNorm x = 0 ↔ x = 0) := by
  have h : sqNorm x = ∑ i, Complex.normSq (x i) := by
    simp [sqNorm, dotProduct, Complex.normSq_apply]
  rw [h]
  refine ⟨Finset.sum_nonneg fun i _ => Complex.normSq_nonneg _, ?_⟩
  rw [Finset.sum_eq_zero_iff_of_nonneg fun i _ => Complex.normSq_nonneg _]
  simp [funext_iff]
```

By the spectral theorem a Hermitian matrix has an orthonormal basis of eigenvectors with real eigenvalues. Basis vectors are nonzero, so each of these eigenvalues belongs to the set defined above.

```lean
/-- Each eigenvalue in the spectral decomposition of a Hermitian matrix has an eigenvector. -/
theorem eigenvalue_mem [DecidableEq n] {H : Matrix n n ℂ} (hH : H.IsHermitian) (i : n) :
    hH.eigenvalues i ∈ realEigenvalues H := by
  refine ⟨(hH.eigenvectorBasis i).ofLp, fun h => ?_, ?_⟩
  · apply hH.eigenvectorBasis.orthonormal.ne_zero i
    ext k
    simpa using congrFun h k
  · rw [hH.mulVec_eigenvectorBasis i]
    ext k
    simp
```

Every eigenvalue solves $\det(E-H)=0$. This polynomial is monic, hence nonzero, and has finitely many roots. For positive size, which is `[Nonempty n]` in the code, the previous step supplies at least one eigenvalue. A finite nonempty set of reals contains its infimum, so $E_0(H)$ is the least eigenvalue and has an eigenvector. In the proof, `hfin` is the finiteness and `hne` the nonemptiness.

```lean
/-- The ground energy of a Hermitian matrix of positive size is its least eigenvalue. -/
theorem groundEnergy_isLeast [DecidableEq n] [Nonempty n] {H : Matrix n n ℂ}
    (hH : H.IsHermitian) : IsLeast (realEigenvalues H) (groundEnergy H) := by
  -- eigenvalues are roots of the characteristic polynomial, hence finite in number
  have hfin : (realEigenvalues H).Finite := by
    refine ((Polynomial.finite_setOfPred_isRoot H.charpoly_monic.ne_zero).preimage
      Complex.ofReal_injective.injOn).subset ?_
    rintro E ⟨x, hx, he⟩
    change H.charpoly.eval (E : ℂ) = 0
    rw [Matrix.eval_charpoly, ← Matrix.exists_mulVec_eq_zero_iff]
    refine ⟨x, hx, ?_⟩
    ext k
    simp [Matrix.sub_mulVec, he, Matrix.scalar_apply]
  have hne : (realEigenvalues H).Nonempty := ⟨_, eigenvalue_mem hH (Classical.arbitrary n)⟩
  exact ⟨hne.csInf_mem hfin, fun E hE => csInf_le hfin.bddBelow hE⟩
```

For the Rayleigh bound, consider $H-E_0(H)$. If $\mu$ is an eigenvalue of this Hermitian matrix, then $\mu+E_0(H)$ is an eigenvalue of $H$, so $\mu\ge0$. A Hermitian matrix without negative eigenvalues is positive semidefinite, and therefore
$$x^\dagger Hx-E_0(H)\,s(x)\ge0 .$$
The proof obtains positivity as `hp` and reads off the real part of the inequality.

```lean
/-- Rayleigh bound: for a Hermitian matrix of positive size, the expectation value in any
vector is at least the ground energy times the squared norm. -/
theorem rayleigh_bound [DecidableEq n] [Nonempty n] {H : Matrix n n ℂ}
    (hH : H.IsHermitian) (x : n → ℂ) :
    groundEnergy H * sqNorm x ≤ expectation H x := by
  have hB : (H - (groundEnergy H : ℂ) • (1 : Matrix n n ℂ)).IsHermitian := by
    unfold Matrix.IsHermitian
    rw [conjTranspose_sub, conjTranspose_smul, conjTranspose_one, hH.eq]
    simp
  -- the shifted matrix has no negative eigenvalue
  have hp := hB.posSemidef_iff_eigenvalues_nonneg.mpr (fun i => by
    obtain ⟨y, hy, he⟩ := eigenvalue_mem hB i
    rw [Matrix.sub_mulVec, Matrix.smul_mulVec, Matrix.one_mulVec] at he
    have hmem : hB.eigenvalues i + groundEnergy H ∈ realEigenvalues H :=
      ⟨y, hy, by rw [eq_add_of_sub_eq he, Complex.ofReal_add, add_smul]⟩
    have hle := (groundEnergy_isLeast hH).2 hmem
    change (0 : ℝ) ≤ hB.eigenvalues i
    linarith)
  have h := (Complex.le_def.mp (hp.dotProduct_mulVec_nonneg x)).1
  rw [Matrix.sub_mulVec, Matrix.smul_mulVec, Matrix.one_mulVec, dotProduct_sub,
    dotProduct_smul, smul_eq_mul, Complex.sub_re, Complex.re_ofReal_mul, Complex.zero_re] at h
  unfold expectation sqNorm
  linarith
```

## The kinetic energy that the projector misses

Let $R=A-QA$ be the part of $A$ outside the small-component basis. With $Q^\dagger=Q$ and $Q^2=Q$,
$$R^\dagger R=A^\dagger A-A^\dagger QA-A^\dagger QA+A^\dagger Q^2A=A^\dagger A-A^\dagger QA .$$
Taking half the expectation value in $x$ gives
$$x^\dagger H_{\rm ex}x=x^\dagger H_Qx+\tfrac12\,s(Rx).$$
The matrix identity is `hR`; the remaining rewriting expands both Hamiltonians and takes real parts. Neither this identity of real parts nor its proof needs $V$ to be Hermitian.

```lean
/-- For an orthogonal projector `Q`, the projected Hamiltonian misses exactly half the squared
norm of `(A - QA) x`. -/
theorem kinetic_deficit (V : Matrix n n ℂ) (A : Matrix m n ℂ) {Q : Matrix m m ℂ}
    (hQ : Q.IsHermitian) (hQ2 : Q * Q = Q) (x : n → ℂ) :
    expectation (exactHamiltonian V A) x = expectation (projectedHamiltonian V A Q) x
      + 1 / 2 * sqNorm ((A - Q * A) *ᵥ x) := by
  -- Pythagoras for the projector
  have hR : (A - Q * A)ᴴ * (A - Q * A) = Aᴴ * A - Aᴴ * Q * A := by
    have h : Aᴴ * Q * (Q * A) = Aᴴ * Q * A := by
      rw [← Matrix.mul_assoc, Matrix.mul_assoc Aᴴ Q Q, hQ2]
    rw [conjTranspose_sub, conjTranspose_mul, hQ.eq, Matrix.sub_mul, Matrix.mul_sub,
      Matrix.mul_sub, h, ← Matrix.mul_assoc]
    abel
  have half : (1 / 2 : ℂ) = ((1 / 2 : ℝ) : ℂ) := by norm_num
  unfold expectation exactHamiltonian projectedHamiltonian sqNorm
  rw [Matrix.star_mulVec, ← Matrix.dotProduct_mulVec, Matrix.mulVec_mulVec, hR,
    Matrix.sub_mulVec, dotProduct_sub, Matrix.add_mulVec, Matrix.add_mulVec,
    Matrix.smul_mulVec, Matrix.smul_mulVec, dotProduct_add, dotProduct_add, dotProduct_smul,
    dotProduct_smul, half, smul_eq_mul, smul_eq_mul, Complex.add_re, Complex.add_re,
    Complex.re_ofReal_mul, Complex.re_ofReal_mul, Complex.sub_re]
  ring
```

Both Hamiltonians are Hermitian when $V$ and $Q$ are, because $(A^\dagger A)^\dagger=A^\dagger A$ and $(A^\dagger QA)^\dagger=A^\dagger Q^\dagger A=A^\dagger QA$. The Rayleigh bound therefore applies to them.

```lean
omit [Fintype n] in
/-- For Hermitian `V` and `Q`, both Hamiltonians are Hermitian. -/
theorem hamiltonians_hermitian {V : Matrix n n ℂ} (hV : V.IsHermitian) (A : Matrix m n ℂ)
    {Q : Matrix m m ℂ} (hQ : Q.IsHermitian) :
    (exactHamiltonian V A).IsHermitian ∧ (projectedHamiltonian V A Q).IsHermitian := by
  constructor <;> unfold Matrix.IsHermitian
  · simp [exactHamiltonian, conjTranspose_smul, hV.eq]
  · simp [projectedHamiltonian, conjTranspose_smul, hV.eq, hQ.eq, Matrix.mul_assoc]
```

## The projected ground energy never exceeds the reference value

Let $x\neq0$ be a ground state of $H_{\rm ex}$ and use it as a trial vector for $H_Q$:
$$E_0(H_{\rm ex})\,s(x)=x^\dagger H_{\rm ex}x=x^\dagger H_Qx+\tfrac12s(Rx)\ge E_0(H_Q)\,s(x).$$
Division by $s(x)>0$ gives $E_0(H_Q)\le E_0(H_{\rm ex})$. In the proof, `hexp` is the first equality, `hd` the second, and `hr` together with `hn` the inequality.

In a finite-basis, one-electron model of a core level, an incomplete small-component basis can thus make the nonrelativistic limit of the lowest level too deep, but not too shallow, compared with the value for a complete small-component basis and the same large-component basis. Compared with the true level it may still be too shallow, because the large-component basis is finite.

The smallest nontrivial case has one large-component function and a one-dimensional larger space, so that $V=v$ and $A=a$ are numbers and $Q$ is 0 or 1. For $Q=1$ the energies agree. For $Q=0$ they are $v$ and $v+\tfrac12|a|^2$: the whole kinetic energy is lost.

Hermiticity of $Q$ alone does not give the inequality. Take $v=0$, $a=1$ and replace the projector by $Q=2$, which is Hermitian but not idempotent. The energies are then $1$ for $H_Q$ and $\tfrac12$ for $H_{\rm ex}$, in the wrong order. The condition violated here is that $1-Q$ be positive semidefinite, and that condition would already suffice for the inequality.

```lean
/-- For Hermitian `V` of positive size and an orthogonal projector `Q`, the projected ground energy
never exceeds the ground energy of `V + A†A/2`. -/
theorem groundEnergy_le [DecidableEq n] [Nonempty n] {V : Matrix n n ℂ}
    (hV : V.IsHermitian) (A : Matrix m n ℂ) {Q : Matrix m m ℂ}
    (hQ : Q.IsHermitian) (hQ2 : Q * Q = Q) :
    groundEnergy (projectedHamiltonian V A Q) ≤ groundEnergy (exactHamiltonian V A) := by
  obtain ⟨hE, hP⟩ := hamiltonians_hermitian hV A hQ
  -- the exact ground state serves as trial vector
  obtain ⟨x, hx, he⟩ := (groundEnergy_isLeast hE).1
  have hexp : expectation (exactHamiltonian V A) x
      = groundEnergy (exactHamiltonian V A) * sqNorm x := by
    rw [expectation, he, dotProduct_smul, smul_eq_mul, Complex.re_ofReal_mul, sqNorm]
  have hpos : 0 < sqNorm x := lt_of_le_of_ne (sqNorm_nonneg_and_eq_zero x).1
    (fun h => hx ((sqNorm_nonneg_and_eq_zero x).2.mp h.symm))
  have hd := kinetic_deficit V A hQ hQ2 x
  have hr := rayleigh_bound hP x
  have hn := (sqNorm_nonneg_and_eq_zero ((A - Q * A) *ᵥ x)).1
  exact le_of_mul_le_mul_right (by linarith) hpos
```

## Agreement for every Hermitian matrix $V$

If $QA=A$, then $A^\dagger QA=A^\dagger A$, and the two Hamiltonians coincide for every $V$.

Conversely, suppose that the ground energies agree for every Hermitian $V$. Choose $V=-\tfrac12A^\dagger A$, which cancels the reference kinetic energy. Then $H_{\rm ex}=0$ and $E_0(H_{\rm ex})=0$, so by assumption $E_0(H_Q)=0$ as well. For every $x$ the previous results give
$$0=x^\dagger H_Qx+\tfrac12s(Rx),\qquad x^\dagger H_Qx\ge0 .$$
Both terms are nonnegative, so $s(Rx)=0$ and $Rx=0$. Applied to the unit vectors, this makes every column of $R$ vanish, which is $QA=A$. The proof follows the same order: `h0` and `hz` treat the vanishing Hamiltonian, `hres` gives $Rx=0$, and `hzero` gives $R=0$.

The quantifier over $V$ matters. It runs over all Hermitian matrices, whether or not a local potential produces them in the given basis. Without kinetic balance at least one such $V$ gives a strictly lower ground energy, but a particular $V$ may not show the defect. For instance, $V=0$, $A=\mathrm{diag}(0,1)$ and $Q=\mathrm{diag}(1,0)$ violate $QA=A$, yet both ground energies are zero, because $H_{\rm ex}=\mathrm{diag}(0,\tfrac12)$ and $H_Q=0$. Agreement of the energies in one test system is therefore no proof of kinetic balance.

```lean
/-- For an orthogonal projector `Q` and a large-component basis of positive size, the two ground
energies agree for every Hermitian `V` if and only if kinetic balance `QA = A` holds. -/
theorem groundEnergy_eq_forall_iff [DecidableEq n] [Nonempty n] (A : Matrix m n ℂ)
    {Q : Matrix m m ℂ} (hQ : Q.IsHermitian) (hQ2 : Q * Q = Q) :
    (∀ V : Matrix n n ℂ, V.IsHermitian →
      groundEnergy (projectedHamiltonian V A Q) = groundEnergy (exactHamiltonian V A)) ↔
      Q * A = A := by
  constructor
  · intro h
    -- choose the potential that cancels the exact kinetic energy
    have hV : (-((1 / 2 : ℂ) • (Aᴴ * A))).IsHermitian := by
      unfold Matrix.IsHermitian
      simp [conjTranspose_smul]
    have h0 : exactHamiltonian (-((1 / 2 : ℂ) • (Aᴴ * A))) A = 0 := neg_add_cancel _
    have heq := h _ hV
    have hz : groundEnergy (0 : Matrix n n ℂ) = 0 := by
      obtain ⟨x, hx, he⟩ :=
        (groundEnergy_isLeast (H := (0 : Matrix n n ℂ)) Matrix.isHermitian_zero).1
      rw [Matrix.zero_mulVec] at he
      exact_mod_cast (smul_eq_zero.mp he.symm).resolve_right hx
    rw [h0, hz] at heq
    have hres : ∀ x : n → ℂ, (A - Q * A) *ᵥ x = 0 := by
      intro x
      have hd := kinetic_deficit (-((1 / 2 : ℂ) • (Aᴴ * A))) A hQ hQ2 x
      have hr := rayleigh_bound (hamiltonians_hermitian hV A hQ).2 x
      have he : expectation (0 : Matrix n n ℂ) x = 0 := by simp [expectation]
      rw [h0, he] at hd
      rw [heq, zero_mul] at hr
      obtain ⟨hn, hiff⟩ := sqNorm_nonneg_and_eq_zero ((A - Q * A) *ᵥ x)
      exact hiff.mp (by linarith)
    have hzero : A - Q * A = 0 := by
      ext i j
      have hij := congrFun (hres (Pi.single j 1)) i
      rw [Matrix.mulVec_single_one] at hij
      exact hij
    exact (sub_eq_zero.mp hzero).symm
  · intro h V _
    rw [projectedHamiltonian, exactHamiltonian, Matrix.mul_assoc, h]
```

## A projector that breaks kinetic balance

Take $A=\sigma_x$, which represents $\sigma\cdot p$ for a two-component plane wave with unit momentum along $x$, and let $Q=\mathrm{diag}(1,0)$ keep only one of the two small-component spin functions. Then
$$QA=\begin{pmatrix}0&1\\0&0\end{pmatrix}\neq A,\qquad \tfrac12A^\dagger QA=\begin{pmatrix}0&0\\0&\tfrac12\end{pmatrix},\qquad \tfrac12A^\dagger A=\begin{pmatrix}\tfrac12&0\\0&\tfrac12\end{pmatrix}.$$
For $V=0$ the ground energy drops from $\tfrac12$ to $0$. These two energies are worked out by hand, while the theorem below confirms that $Q$ is Hermitian and idempotent and that $QA\ne A$.

```lean
/-- The matrix `diag(1,0)` is an orthogonal projector that violates kinetic balance for
`A = σₓ`. -/
theorem projector_witness :
    (!![1, 0; 0, 0] : Matrix (Fin 2) (Fin 2) ℂ).IsHermitian ∧
    (!![1, 0; 0, 0] * !![1, 0; 0, 0] : Matrix (Fin 2) (Fin 2) ℂ) = !![1, 0; 0, 0] ∧
    (!![1, 0; 0, 0] * !![0, 1; 1, 0] : Matrix (Fin 2) (Fin 2) ℂ) ≠ !![0, 1; 1, 0] := by
  refine ⟨?_, ?_, fun h => ?_⟩
  · unfold Matrix.IsHermitian
    ext i j
    fin_cases i <;> fin_cases j <;> simp
  · rw [Matrix.mul_fin_two]
    simp
  · rw [Matrix.mul_fin_two] at h
    simpa using congrFun (congrFun h 1) 0

end

end KineticBalanceGroundEnergy
```

```lean
#print axioms KineticBalanceGroundEnergy.groundEnergy_le
#print axioms KineticBalanceGroundEnergy.groundEnergy_eq_forall_iff
```

```
'KineticBalanceGroundEnergy.groundEnergy_le' depends on axioms: [propext, Classical.choice, Quot.sound]
'KineticBalanceGroundEnergy.groundEnergy_eq_forall_iff' depends on axioms: [propext, Classical.choice, Quot.sound]
```
